# An effective London surface atom from two probes: existence criterion and uniqueness

## A probe atom in front of a surface

An atom outside a solid surface is attracted to it by dispersion forces. In a pairwise description, the attraction is a sum of terms \(-C_6/r^6\) between the probe atom and all atoms of the solid, including those below the surface. If these atoms are taken to be alike, a single effective atom, called the surface atom here, stands for the material, and the London model gives it two parameters: a static polarizability \(a\) and a characteristic frequency \(w\).

Suppose that \(C_6\) is known for two probes with different characteristic frequencies. Two numbers are then available for two unknowns, but the equations are nonlinear and both unknowns must be positive. Which data can come from such an atom, and could two different atoms give the same data?

## The reduced coefficient

Let the probe have polarizability \(\alpha\) and frequency \(\omega\). In atomic units the London formula is

\[
C_6=\frac32\,\alpha a\,\frac{\omega w}{\omega+w}.
\]

The probe's own properties are taken as known, so we divide by \(\tfrac32\alpha\omega\) and obtain the reduced coefficient

\[
k=\frac{C_6}{\tfrac32\alpha\omega}=\frac{a w}{w+\omega}.
\]

It depends on the probe only through \(\omega\). We write \(w_1,w_2\) for the frequencies of the two probes, with \(0<w_1<w_2\), and \(k_1,k_2\) for their reduced coefficients.

## The criterion

Positive numbers \(a,w\) with

\[
k_1=\frac{a w}{w+w_1},\qquad k_2=\frac{a w}{w+w_2}
\]

exist if and only if

\[
k_2<k_1\qquad\text{and}\qquad k_1w_1<k_2w_2 ,
\]

and there is never more than one such pair. The data need not be assumed positive, because the two inequalities already imply it.

For positive data, the two inequalities together say that \(k_2/k_1\) lies strictly between \(w_1/w_2\) and \(1\). The model ratio is \((w+w_1)/(w+w_2)\). It approaches the upper end when the surface frequency is much larger than both probe frequencies, and the lower end when it is much smaller.

For simulation practice, this tells us when dispersion parameters of a surface can be fitted exactly to two probes, within a pairwise model that has one frequency per atom.

## Every surface atom satisfies the inequalities

Let \(a,w>0\) reproduce the data. Subtracting the two fractions gives

\[
k_1-k_2=\frac{a w\,(w_2-w_1)}{(w+w_1)(w+w_2)}>0 .
\]

For the products with the probe frequencies, we use \(w_2(w+w_1)-w_1(w+w_2)=w(w_2-w_1)\) and find

\[
k_2w_2-k_1w_1=\frac{a w^2\,(w_2-w_1)}{(w+w_1)(w+w_2)}>0 .
\]

## Solving for the atom

Clearing denominators gives

\[
k_1(w+w_1)=a w=k_2(w+w_2).
\]

The product \(aw\) drops out of the equality between the outer terms, which leaves a linear equation for the frequency:

\[
w(k_1-k_2)=k_2w_2-k_1w_1,
\qquad
w=\frac{k_2w_2-k_1w_1}{k_1-k_2}.
\]

The division is allowed because \(k_1-k_2>0\). Adding \(w_1\) gives

\[
w+w_1=\frac{k_2(w_2-w_1)}{k_1-k_2},
\]

and inserting this into \(a=k_1(w+w_1)/w\) yields

\[
a=\frac{k_1k_2(w_2-w_1)}{k_2w_2-k_1w_1}.
\]

Both parameters are now expressed through the data, so there is at most one atom.

## From the inequalities back to an atom

Now assume only the two inequalities. From

\[
k_2(w_2-w_1)=(k_2w_2-k_1w_1)+(k_1-k_2)w_1>0
\]

it follows that \(k_2>0\), and then \(k_1>k_2>0\). Every factor in the formulas for \(a\) and \(w\) is therefore positive.

It remains to check that these values reproduce the data. The formulas give

\[
aw=\frac{k_1k_2(w_2-w_1)}{k_1-k_2},\quad
w+w_1=\frac{k_2(w_2-w_1)}{k_1-k_2},\quad
w+w_2=\frac{k_1(w_2-w_1)}{k_1-k_2}.
\]

Dividing the first expression by the second gives \(k_1\), and dividing it by the third gives \(k_2\).

## Unreduced coefficients and a third probe

Let \(C_1,C_2\) be the London coefficients of probes with polarizabilities \(\alpha_1,\alpha_2>0\). Then \(k_i=\tfrac23 C_i/(\alpha_iw_i)\) and \(k_iw_i=\tfrac23 C_i/\alpha_i\). The common factor \(\tfrac23\) cancels from the inequalities, which become

\[
\frac{C_2}{\alpha_2w_2}<\frac{C_1}{\alpha_1w_1},
\qquad
\frac{C_1}{\alpha_1}<\frac{C_2}{\alpha_2}.
\]

For a third probe of frequency \(w_3>0\), we multiply the numerator and denominator of \(aw/(w+w_3)\) by \(k_1-k_2\). The numerator becomes \(k_1k_2(w_2-w_1)\). The denominator becomes

\[
(k_1-k_2)(w+w_3)=k_2w_2-k_1w_1+(k_1-k_2)w_3
=k_1(w_3-w_1)+k_2(w_2-w_3).
\]

Hence

\[
\frac{aw}{w+w_3}=\frac{k_1k_2(w_2-w_1)}{k_1(w_3-w_1)+k_2(w_2-w_3)},
\]

which contains neither \(a\) nor \(w\). The third frequency may lie below, between or above the other two.

## The physical quantities in Lean

All quantities are real numbers. `londonC6 α ω a w` is the London coefficient, with the probe's parameters first and the surface atom's second. `reducedC6 ω a w` is the reduced coefficient. The proposition `Reproduces w1 w2 k1 k2 a w` collects four conditions: \(a>0\), \(w>0\), and the two equations for the data. The functions `effPol` and `effFreq` are the explicit formulas for \(a\) and \(w\).

In `two_probes_determine_atom`, a surface atom is a pair `p : ℝ × ℝ`, with polarizability `p.1` and frequency `p.2`. The hypotheses are \(0<w_1\) and \(w_1<w_2\), while `k1` and `k2` are arbitrary real numbers. The conclusion has two parts: the equivalence between existence and the inequalities, and the equality of any two pairs that reproduce the data.

The theorem `london_data_determine_atom` uses unreduced coefficients and the quantifier `∃!`, which means that exactly one pair exists. It also assumes positive probe polarizabilities. `third_probe_prediction` assumes that a given atom reproduces the first two data and computes its reduced coefficient for the third probe.

The London formula enters as a definition and is not derived from perturbation theory. It replaces the excitation spectrum of each atom by one frequency. Screening inside the solid, many-body dispersion and retardation are absent, and the data are treated as exact. That a pair \((a,w)\) exists shows that two numbers fit the model, not that the model describes the surface well.

## The complete file

```lean
import Mathlib

namespace EffectiveSurfaceAtom

noncomputable section

/-- London dispersion coefficient between a probe (polarizability `α`, frequency `ω`)
and a surface atom (polarizability `a`, frequency `w`). -/
def londonC6 (α ω a w : ℝ) : ℝ := 3 / 2 * α * a * (ω * w / (ω + w))

/-- Reduced coefficient seen by a probe of frequency `ω` facing a surface atom with
polarizability `a` and frequency `w`. -/
def reducedC6 (ω a w : ℝ) : ℝ := a * w / (w + ω)

/-- The surface atom `(a, w)` has positive parameters and reproduces the reduced data
`k1`, `k2` of two probes with frequencies `w1`, `w2`. -/
def Reproduces (w1 w2 k1 k2 a w : ℝ) : Prop :=
  0 < a ∧ 0 < w ∧ k1 = reducedC6 w1 a w ∧ k2 = reducedC6 w2 a w

/-- Frequency of the effective surface atom, computed from the data of two probes. -/
def effFreq (w1 w2 k1 k2 : ℝ) : ℝ := (k2 * w2 - k1 * w1) / (k1 - k2)

/-- Polarizability of the effective surface atom, computed from the data of two probes. -/
def effPol (w1 w2 k1 k2 : ℝ) : ℝ := k1 * k2 * (w2 - w1) / (k2 * w2 - k1 * w1)

/-- The London coefficient is the reduced coefficient times a factor that depends on the
probe alone. -/
theorem londonC6_eq (α ω a w : ℝ) :
    londonC6 α ω a w = reducedC6 ω a w * (3 / 2 * α * ω) := by
  unfold londonC6 reducedC6
  rw [add_comm ω w]
  ring

/-- For a surface atom that reproduces the data, the reduced coefficient falls with the
probe frequency, while its product with the probe frequency rises. -/
theorem data_bounds {w1 w2 k1 k2 a w : ℝ} (h1 : 0 < w1) (h12 : w1 < w2)
    (h : Reproduces w1 w2 k1 k2 a w) : k2 < k1 ∧ k1 * w1 < k2 * w2 := by
  obtain ⟨ha, hw, e1, e2⟩ := h
  have haw : 0 < a * w := mul_pos ha hw
  have p1 : 0 < w + w1 := by linarith
  have p2 : 0 < w + w2 := by linarith
  rw [e1, e2]
  unfold reducedC6
  constructor
  · rw [div_lt_div_iff₀ p2 p1]
    exact mul_lt_mul_of_pos_left (by linarith) haw
  · rw [div_mul_eq_mul_div, div_mul_eq_mul_div, div_lt_div_iff₀ p1 p2]
    nlinarith [mul_pos (mul_pos haw hw) (sub_pos.2 h12)]

/-- A surface atom that reproduces the data of two probes has the frequency `effFreq` and
the polarizability `effPol`. -/
theorem parameters_determined {w1 w2 k1 k2 a w : ℝ} (h1 : 0 < w1) (h12 : w1 < w2)
    (h : Reproduces w1 w2 k1 k2 a w) :
    a = effPol w1 w2 k1 k2 ∧ w = effFreq w1 w2 k1 k2 := by
  obtain ⟨b1, b2⟩ := data_bounds h1 h12 h
  obtain ⟨ha, hw, e1, e2⟩ := h
  have p1 : w + w1 ≠ 0 := by linarith
  have p2 : w + w2 ≠ 0 := by linarith
  have f1 : k1 * (w + w1) = a * w := (eq_div_iff p1).1 e1
  have f2 : k2 * (w + w2) = a * w := (eq_div_iff p2).1 e2
  -- eliminating `a * w` leaves a linear equation for the frequency
  have hf : w * (k1 - k2) = k2 * w2 - k1 * w1 := by linear_combination f1 - f2
  constructor
  · unfold effPol
    rw [eq_div_iff (sub_pos.2 b2).ne']
    linear_combination (k1 - a) * hf - (k1 - k2) * f1
  · unfold effFreq
    rw [eq_div_iff (sub_pos.2 b1).ne']
    exact hf

/-- If the data satisfy both inequalities, the surface atom with parameters `effPol` and
`effFreq` reproduces them. -/
theorem effective_atom_reproduces {w1 w2 k1 k2 : ℝ} (h1 : 0 < w1) (h12 : w1 < w2)
    (b1 : k2 < k1) (b2 : k1 * w1 < k2 * w2) :
    Reproduces w1 w2 k1 k2 (effPol w1 w2 k1 k2) (effFreq w1 w2 k1 k2) := by
  have hD : 0 < k1 - k2 := sub_pos.2 b1
  have hN : 0 < k2 * w2 - k1 * w1 := sub_pos.2 b2
  have hW : 0 < w2 - w1 := sub_pos.2 h12
  -- the two inequalities force positive data
  have hk2 : 0 < k2 := by
    have : 0 < k2 * (w2 - w1) := by nlinarith [mul_pos hD h1]
    exact pos_of_mul_pos_left this hW.le
  have hk1 : 0 < k1 := hk2.trans b1
  have hF : 0 < effFreq w1 w2 k1 k2 := div_pos hN hD
  have hP : 0 < effPol w1 w2 k1 k2 := div_pos (mul_pos (mul_pos hk1 hk2) hW) hN
  have eF : effFreq w1 w2 k1 k2 * (k1 - k2) = k2 * w2 - k1 * w1 :=
    (eq_div_iff hD.ne').1 rfl
  have eP : effPol w1 w2 k1 k2 * (k2 * w2 - k1 * w1) = k1 * k2 * (w2 - w1) :=
    (eq_div_iff hN.ne').1 rfl
  refine ⟨hP, hF, ?_, ?_⟩
  · unfold reducedC6
    rw [eq_div_iff (by linarith)]
    apply mul_right_cancel₀ hD.ne'
    linear_combination (k1 - effPol w1 w2 k1 k2) * eF - eP
  · unfold reducedC6
    rw [eq_div_iff (by linarith)]
    apply mul_right_cancel₀ hD.ne'
    linear_combination (k2 - effPol w1 w2 k1 k2) * eF - eP

/-- Two probes determine the effective surface atom: one that reproduces the reduced data
exists if and only if `k2 < k1` and `k1 * w1 < k2 * w2`, and there is at most one. -/
theorem two_probes_determine_atom {w1 w2 : ℝ} (k1 k2 : ℝ) (h1 : 0 < w1) (h12 : w1 < w2) :
    ((∃ p : ℝ × ℝ, Reproduces w1 w2 k1 k2 p.1 p.2) ↔ k2 < k1 ∧ k1 * w1 < k2 * w2) ∧
    ∀ p q : ℝ × ℝ, Reproduces w1 w2 k1 k2 p.1 p.2 →
      Reproduces w1 w2 k1 k2 q.1 q.2 → p = q := by
  refine ⟨⟨?_, ?_⟩, ?_⟩
  · rintro ⟨p, hp⟩
    exact data_bounds h1 h12 hp
  · rintro ⟨b1, b2⟩
    exact ⟨(effPol w1 w2 k1 k2, effFreq w1 w2 k1 k2),
      effective_atom_reproduces h1 h12 b1 b2⟩
  · intro p q hp hq
    obtain ⟨pa, pw⟩ := parameters_determined h1 h12 hp
    obtain ⟨qa, qw⟩ := parameters_determined h1 h12 hq
    exact Prod.ext (pa.trans qa.symm) (pw.trans qw.symm)

/-- The criterion for London coefficients `C1`, `C2` of two probes with polarizabilities
`α1`, `α2`: exactly one surface atom reproduces them if and only if `C / (α ω)` falls and
`C / α` rises from the first probe to the second. -/
theorem london_data_determine_atom {w1 w2 α1 α2 : ℝ} (C1 C2 : ℝ) (h1 : 0 < w1)
    (h12 : w1 < w2) (hα1 : 0 < α1) (hα2 : 0 < α2) :
    (∃! p : ℝ × ℝ, 0 < p.1 ∧ 0 < p.2 ∧
      C1 = londonC6 α1 w1 p.1 p.2 ∧ C2 = londonC6 α2 w2 p.1 p.2) ↔
    C2 / (α2 * w2) < C1 / (α1 * w1) ∧ C1 / α1 < C2 / α2 := by
  have h2 : 0 < w2 := h1.trans h12
  have n1 : 3 / 2 * α1 * w1 ≠ 0 := by positivity
  have n2 : 3 / 2 * α2 * w2 ≠ 0 := by positivity
  -- pass to reduced data
  have key : ∀ p : ℝ × ℝ, (0 < p.1 ∧ 0 < p.2 ∧
      C1 = londonC6 α1 w1 p.1 p.2 ∧ C2 = londonC6 α2 w2 p.1 p.2) ↔
      Reproduces w1 w2 (C1 / (3 / 2 * α1 * w1)) (C2 / (3 / 2 * α2 * w2)) p.1 p.2 := by
    intro p
    unfold Reproduces
    rw [londonC6_eq, londonC6_eq, div_eq_iff n1, div_eq_iff n2]
  have s : ∀ C α ω : ℝ, C / (3 / 2 * α * ω) = 2 / 3 * (C / (α * ω)) := by
    intro C α ω
    ring
  have t : ∀ C α ω : ℝ, 0 < α → 0 < ω →
      C / (3 / 2 * α * ω) * ω = 2 / 3 * (C / α) := by
    intro C α ω hα hω
    have hα' := hα.ne'
    have hω' := hω.ne'
    field_simp
  obtain ⟨hex, huniq⟩ := two_probes_determine_atom
    (C1 / (3 / 2 * α1 * w1)) (C2 / (3 / 2 * α2 * w2)) h1 h12
  rw [t C1 α1 w1 hα1 h1, t C2 α2 w2 hα2 h2, s C1 α1 w1, s C2 α2 w2] at hex
  rw [s C1 α1 w1, s C2 α2 w2] at huniq key
  constructor
  · rintro ⟨p, hp, -⟩
    obtain ⟨c1, c2⟩ := hex.1 ⟨p, (key p).1 hp⟩
    exact ⟨by linarith, by linarith⟩
  · rintro ⟨c1, c2⟩
    obtain ⟨p, hp⟩ := hex.2 ⟨by linarith, by linarith⟩
    exact ⟨p, (key p).2 hp, fun q hq => huniq q p ((key q).1 hq) hp⟩

/-- The reduced coefficient of a third probe of frequency `w3` follows from the data of the
first two probes and the three probe frequencies. -/
theorem third_probe_prediction {w1 w2 w3 k1 k2 a w : ℝ} (h1 : 0 < w1) (h12 : w1 < w2)
    (h3 : 0 < w3) (h : Reproduces w1 w2 k1 k2 a w) :
    reducedC6 w3 a w = k1 * k2 * (w2 - w1) / (k1 * (w3 - w1) + k2 * (w2 - w3)) := by
  obtain ⟨b1, -⟩ := data_bounds h1 h12 h
  obtain ⟨ha, hw, e1, e2⟩ := h
  have p1 : w + w1 ≠ 0 := by linarith
  have p2 : w + w2 ≠ 0 := by linarith
  have p3 : w + w3 ≠ 0 := by linarith
  have f1 : k1 * (w + w1) = a * w := (eq_div_iff p1).1 e1
  have f2 : k2 * (w + w2) = a * w := (eq_div_iff p2).1 e2
  have hden : k1 * (w3 - w1) + k2 * (w2 - w3) = (k1 - k2) * (w + w3) := by
    linear_combination f2 - f1
  have hnum : a * w * (k1 - k2) = k1 * k2 * (w2 - w1) := by
    linear_combination k2 * f1 - k1 * f2
  unfold reducedC6
  rw [hden, div_eq_div_iff p3 (mul_ne_zero (sub_pos.2 b1).ne' p3)]
  linear_combination (w + w3) * hnum

end

end EffectiveSurfaceAtom
```

```lean
#print axioms EffectiveSurfaceAtom.two_probes_determine_atom
#print axioms EffectiveSurfaceAtom.london_data_determine_atom
#print axioms EffectiveSurfaceAtom.third_probe_prediction
```

```
'EffectiveSurfaceAtom.two_probes_determine_atom' depends on axioms: [propext, Classical.choice, Quot.sound]
'EffectiveSurfaceAtom.london_data_determine_atom' depends on axioms: [propext, Classical.choice, Quot.sound]
'EffectiveSurfaceAtom.third_probe_prediction' depends on axioms: [propext, Classical.choice, Quot.sound]
```

## How the proof follows the derivation

`londonC6_eq` is the factorization that defines the reduced coefficient.

`data_bounds` proves the two inequalities for a given atom. Instead of subtracting the fractions, it cross-multiplies them with `div_lt_div_iff₀`, which requires positive denominators. The first inequality then reduces to \(w+w_1<w+w_2\), multiplied by the positive number \(aw\). For the second, `nlinarith` receives the positive product \(aw\cdot w\cdot(w_2-w_1)\), which is the numerator found above.

`parameters_determined` solves for the atom. The equations `f1` and `f2` are the data with denominators cleared, and their difference `hf` is the linear equation for \(w\). The inequalities from `data_bounds` provide the nonzero denominators needed for the final formulas.

`effective_atom_reproduces` is the converse. It first derives \(k_2>0\) and \(k_1>0\), and from them the positivity of both parameters. The equations `eF` and `eP` state the defining formulas without fractions. Each datum is then checked after multiplication by \(k_1-k_2\), a factor that `mul_right_cancel₀` permits because it is nonzero.

The main theorem assembles these results. Uniqueness follows because two atoms with the same data both equal the pair given by `effPol` and `effFreq`.

In `london_data_determine_atom`, the statement `key` translates the London data of any pair into reduced data, and `s` and `t` extract the factor \(\tfrac23\). The main theorem then applies. `third_probe_prediction` establishes the new denominator as `hden` and the new numerator as `hnum`, and compares the two fractions by cross-multiplication.

## Elimination with `linear_combination`

The algebra turns on the tactic `linear_combination`. To prove an equation, it takes a sum of known equations with chosen coefficients and checks that this sum differs from the goal only by ring identities. The coefficients may themselves be polynomials, so the tactic can certify an elimination in a nonlinear system.

The formula for \(a\) shows how this works. Write \(D=k_1-k_2\) and \(N=k_2w_2-k_1w_1\). The known equations are \(wD=N\), called `hf`, and \(k_1(w+w_1)=aw\), called `f1`. The goal is \(aN=k_1k_2(w_2-w_1)\). The file supplies the combination `(k1 - a) * hf - (k1 - k2) * f1`, which corresponds to the identity

\[
(k_1-a)(wD-N)-D\bigl(k_1(w+w_1)-aw\bigr)
=aN-k_1k_2(w_2-w_1).
\]

On the left, all terms containing \(w\) cancel, and \(N+Dw_1=k_2(w_2-w_1)\) gives the right side. Since both brackets on the left vanish, the right side vanishes too. Finding the coefficients is the elimination done by hand; the tactic verifies the resulting identity without dividing by anything.

## Three probes and one atom

The same argument gives a consistency test for three probes. Let \(k_1,k_2\) satisfy the two inequalities, and let \(k_3\) be the reduced coefficient measured with a probe of frequency \(w_3>0\). One surface atom reproduces all three data if and only if

\[
k_3=\frac{k_1k_2(w_2-w_1)}{k_1(w_3-w_1)+k_2(w_2-w_3)}.
\]

The first two data leave only one candidate atom, and the right side is its coefficient for the third probe. This equivalence is a consequence drawn here by hand; the file states the prediction formula on which it rests.

The test also has a graphical form. Since

\[
\frac1k=\frac1a+\frac{\omega}{aw},
\]

the values of \(1/k\) for a single surface atom lie on a straight line when plotted against the probe frequency. Two probes fix the line, and a third must fall on it.
